# The accidental zeros of ⟨j m 2 0 | j m⟩ for integer j ≥ 1 form a single orbit in (j, |m|), starting at (3, 2)

Suppose the reduced matrix element of a quadrupole operator is to be extracted from its diagonal element in the state $|3,2\rangle$. By the Wigner-Eckart theorem one divides by the Clebsch-Gordan coefficient $\langle 3\,2\,2\,0|3\,2\rangle$. Every selection rule allows this coefficient, and yet it is zero, so the division fails. Conversely, a vanishing quadrupole shift in that state says nothing about the reduced matrix element.

Such a zero, which no selection rule demands, is called accidental. For integer $j\ge 1$ and $|m|\le j$, the coefficient $\langle j\,m\,2\,0|j\,m\rangle$ vanishes exactly when $(j,|m|)$ is obtained from $(3,2)$ by repeating

$$(j,m)\mapsto(7j+12m+3,\;4j+7m+2).$$

The first pairs are $(3,2)$, $(48,28)$ and $(675,390)$. For a single f electron without spin-orbit coupling, the pair $(3,2)$ means that an axial rank-2 crystal field does not shift the $m=\pm2$ orbitals at first order.

## Integer angular momenta and the Racah formula

Integer labels describe orbital angular momenta, or total angular momenta of systems with an even number of spin-½ particles. In the code they are elements of `ℤ`, so the arguments of all factorials are integers too. An inverse factorial of a negative integer counts as zero, which removes the terms that the Racah sum should not contain.

```lean
import Mathlib

open Finset

namespace QuadrupoleAccidentalZeros

noncomputable section

/-- The factorial `n!` as a real number for `0 ≤ n`; negative integers are given the value `1`. -/
def fac (n : ℤ) : ℝ := (n.toNat.factorial : ℝ)

/-- The inverse factorial `1/n!`, equal to zero for negative integers `n`. -/
def invFac (n : ℤ) : ℝ := if n < 0 then 0 else 1 / fac n

/-- The alternating sum in the Racah formula for `⟨j₁ m₁ j₂ m₂ | J m₁+m₂⟩`. -/
def racahSum (j₁ m₁ j₂ m₂ J : ℤ) : ℝ :=
  ∑ k ∈ range ((j₁ + j₂ - J).toNat + 1), (-1 : ℝ) ^ k *
    (invFac k * invFac (j₁ + j₂ - J - k) * invFac (j₁ - m₁ - k) *
      invFac (j₂ + m₂ - k) * invFac (J - j₂ + m₁ + k) * invFac (J - j₁ - m₂ + k))
```

The arguments of `clebschGordan` follow the order of $\langle j_1\,m_1\,j_2\,m_2|J\,M\rangle$, with Condon-Shortley phases. The condition after `if` contains the selection rules: $M=m_1+m_2$, each projection within its range, and the triangle rule $|j_1-j_2|\le J\le j_1+j_2$.

```lean
/-- The Clebsch-Gordan coefficient `⟨j₁ m₁ j₂ m₂ | J M⟩` for integer angular momenta, given by
the Racah formula where the selection rules hold and by zero elsewhere. -/
def clebschGordan (j₁ m₁ j₂ m₂ J M : ℤ) : ℝ :=
  if M = m₁ + m₂ ∧ |m₁| ≤ j₁ ∧ |m₂| ≤ j₂ ∧ |M| ≤ J ∧ |j₁ - j₂| ≤ J ∧ J ≤ j₁ + j₂ then
    √((2 * (J : ℝ) + 1) * fac (J + j₁ - j₂) * fac (J - j₁ + j₂) * fac (j₁ + j₂ - J) /
        fac (j₁ + j₂ + J + 1)) *
      √(fac (J + M) * fac (J - M) * fac (j₁ - m₁) * fac (j₁ + m₁) *
        fac (j₂ - m₂) * fac (j₂ + m₂)) *
      racahSum j₁ m₁ j₂ m₂ J
  else 0
```

That this formula gives the overlap of a product state with a coupled state is taken from angular momentum theory; it is the step from the definition to the physical coefficient.

The update rule acts on pairs of natural numbers, and `step^[n]` denotes its $n$-fold application.

```lean
/-- The update rule `(j, m) ↦ (7j + 12m + 3, 4j + 7m + 2)`. -/
def step (p : ℕ × ℕ) : ℕ × ℕ := (7 * p.1 + 12 * p.2 + 3, 4 * p.1 + 7 * p.2 + 2)
```

For $j_1=J=j$, $m_1=M=m$, $j_2=2$ and $m_2=0$, the sum has three terms. With $A=j-m$ and $B=j+m$ it reads

$$S=\frac{1}{4\,A!\,(B-2)!}-\frac{1}{(A-1)!\,(B-1)!}+\frac{1}{4\,(A-2)!\,B!}.$$

The relation $1/(n-1)!=n/n!$ holds for every integer $n$ under the convention above. Applying it repeatedly gives

$$S=\frac{1}{A!\,B!}\left[\frac{B(B-1)+A(A-1)}{4}-AB\right].$$

Since $A^2+B^2=2j^2+2m^2$, $A+B=2j$ and $AB=j^2-m^2$, the bracket equals $\tfrac12\left(3m^2-j(j+1)\right)$.

At the smallest zero, $j=3$ and $m=2$, we have $A=1$ and $B=5$. The three terms are $\tfrac1{24}$, $-\tfrac1{24}$ and $0$: the zero is a cancellation between two allowed terms.

The first lemmas supply positivity, the value $2!=2$ and the factorial recursion. `invFac_pred` treats negative, zero and positive $n$ separately.

```lean
lemma fac_pos (n : ℤ) : 0 < fac n := by
  unfold fac
  exact_mod_cast Nat.factorial_pos _

lemma fac_two : fac 2 = 2 := by
  rw [fac, show Int.toNat 2 = 2 from rfl]
  norm_num [Nat.factorial]

lemma fac_pred {n : ℤ} (h : 1 ≤ n) : fac n = n * fac (n - 1) := by
  obtain ⟨k, rfl⟩ : ∃ k : ℕ, n = k + 1 := ⟨(n - 1).toNat, by omega⟩
  have h1 : ((k : ℤ) + 1).toNat = k + 1 := by omega
  have h2 : ((k : ℤ) + 1 - 1).toNat = k := by omega
  rw [fac, fac, h1, h2, Nat.factorial_succ]
  push_cast
  ring

/-- Inverse factorials obey `1/(n-1)! = n/n!` for every integer `n`. -/
theorem invFac_pred (n : ℤ) : invFac (n - 1) = n * invFac n := by
  rcases lt_trichotomy n 0 with h | rfl | h
  · rw [invFac, invFac, if_pos (show n - 1 < 0 by omega), if_pos h, mul_zero]
  · simp [invFac]
  · have h1 : (n : ℝ) ≠ 0 := by exact_mod_cast h.ne'
    have h2 := (fac_pos (n - 1)).ne'
    rw [invFac, invFac, if_neg (show ¬ n - 1 < 0 by omega), if_neg (show ¬ n < 0 by omega),
      fac_pred (show 1 ≤ n by omega)]
    field_simp
```

In `racahSum_quadrupole`, the auxiliary statement `r` expresses $1/(n-2)!$ through $1/n!$, `sum_range_succ` writes out the three terms, and `ring` evaluates the bracket. Neither $j\ge1$ nor $|m|\le j$ is needed yet.

```lean
/-- For `⟨j m 2 0 | j m⟩` the three terms of the Racah sum combine to
`(3m² - j(j+1)) / 2` times the inverse factorials of `j - m` and `j + m`. -/
theorem racahSum_quadrupole (j m : ℤ) :
    racahSum j m 2 0 j =
      (3 * (m : ℝ) ^ 2 - j * (j + 1)) / 2 * (invFac (j - m) * invFac (j + m)) := by
  have h : (j + 2 - j).toNat + 1 = 3 := by omega
  have e1 : ∀ k : ℕ, j + 2 - j - (k : ℤ) = 2 - k := fun k => by ring
  have e2 : ∀ k : ℕ, 2 + 0 - (k : ℤ) = 2 - k := fun k => by ring
  have e3 : ∀ k : ℕ, j - 2 + m + (k : ℤ) = j + m - 2 + k := fun k => by ring
  have e4 : ∀ k : ℕ, j - j - 0 + (k : ℤ) = k := fun k => by ring
  have v0 : invFac 0 = 1 := by norm_num [invFac, fac]
  have v1 : invFac 1 = 1 := by norm_num [invFac, fac]
  have v2 : invFac 2 = 1 / 2 := by
    rw [invFac, if_neg (show ¬ (2 : ℤ) < 0 by norm_num), fac_two]
  -- express the inverse factorial of `n - 2` through that of `n`
  have r : ∀ n : ℤ, invFac (n - 2) = (n - 1) * (n * invFac n) := fun n => by
    rw [show n - 2 = n - 1 - 1 by ring, invFac_pred, invFac_pred]
    push_cast
    ring
  unfold racahSum
  rw [h]
  simp only [e1, e2, e3, e4]
  rw [sum_range_succ, sum_range_succ, sum_range_succ, sum_range_zero]
  simp only [Nat.cast_zero, Nat.cast_one, Nat.cast_ofNat, sub_zero, add_zero, sub_self,
    show (2 : ℤ) - 1 = 1 by norm_num, show j + m - 2 + 1 = j + m - 1 by ring,
    show j + m - 2 + 2 = j + m by ring, v0, v1, v2, r, invFac_pred]
  push_cast
  ring
```

Another model would store the doubled labels $2j$ and $2m$ and so admit half-integer spins. The list of zeros would then be longer: $j=\tfrac{25}{2}$, $m=\tfrac{15}{2}$ also satisfies $3m^2=j(j+1)$, both sides being $\tfrac{675}{4}$. No iterate of $(3,2)$ reaches this pair, so the classification would need a further starting point.

## The bound |m| ≤ j

The bound says that the state $|j,m\rangle$ exists. By hand it is used when the prefactors are multiplied into $S$, because $A!$ and $B!$ cancel their inverses only if $A,B\ge0$. The first square root of the Racah formula contains

$$\frac{(2j+1)\,(2j-2)!\,2!\,2!}{(2j+3)!}=\frac{1}{(2j-1)\,j\,(j+1)\,(2j+3)},$$

and the second equals $\sqrt{4\,(A!)^2(B!)^2}=2\,A!\,B!$. Therefore

$$\langle j\,m\,2\,0|j\,m\rangle=\frac{3m^2-j(j+1)}{\sqrt{(2j-1)\,j\,(j+1)\,(2j+3)}}.$$

In the proof, `hc` collects the selection rules, with `hm` supplying the bounds on the projections. The statement `p` takes five factors off $(2j+3)!$, while `s1` simplifies the expression under the first root and `s2` evaluates the second root. The cancellations are `hA` and `hB`, which again need `hm`, and `linear_combination` puts them together.

```lean
/-- For integer `j ≥ 1` and `|m| ≤ j`, the quadrupole coefficient is
`⟨j m 2 0 | j m⟩ = (3m² - j(j+1)) / √((2j-1) j (j+1) (2j+3))`. -/
theorem clebschGordan_quadrupole {j m : ℤ} (hj : 1 ≤ j) (hm : |m| ≤ j) :
    clebschGordan j m 2 0 j m = (3 * (m : ℝ) ^ 2 - j * (j + 1)) /
      √((2 * (j : ℝ) - 1) * j * (j + 1) * (2 * j + 3)) := by
  have hb := abs_le.mp hm
  have hc : m = m + 0 ∧ |m| ≤ j ∧ |(0 : ℤ)| ≤ 2 ∧ |m| ≤ j ∧ |j - 2| ≤ j ∧ j ≤ j + 2 :=
    ⟨by ring, hm, by norm_num, hm, abs_le.mpr ⟨by omega, by omega⟩, by omega⟩
  have f2 := fac_two
  have p : fac (j + 2 + j + 1) = (2 * (j : ℝ) + 3) * (2 * j + 2) * (2 * j + 1) * (2 * j) *
      (2 * j - 1) * fac (j + j - 2) := by
    rw [fac_pred (show 1 ≤ j + 2 + j + 1 by omega),
      fac_pred (show 1 ≤ j + 2 + j + 1 - 1 by omega),
      fac_pred (show 1 ≤ j + 2 + j + 1 - 1 - 1 by omega),
      fac_pred (show 1 ≤ j + 2 + j + 1 - 1 - 1 - 1 by omega),
      fac_pred (show 1 ≤ j + 2 + j + 1 - 1 - 1 - 1 - 1 by omega),
      show j + 2 + j + 1 - 1 - 1 - 1 - 1 - 1 = j + j - 2 by ring]
    push_cast
    ring
  -- the expression under the first square root of the Racah formula, then the second root
  have s1 : (2 * (j : ℝ) + 1) * fac (j + j - 2) * 2 * 2 / fac (j + 2 + j + 1) =
      ((2 * (j : ℝ) - 1) * j * (j + 1) * (2 * j + 3))⁻¹ := by
    apply eq_inv_of_mul_eq_one_left
    rw [div_mul_eq_mul_div, div_eq_one_iff_eq (fac_pos _).ne', p]
    ring
  have s2 : √(fac (j + m) * fac (j - m) * fac (j - m) * fac (j + m) * 2 * 2) =
      2 * (fac (j + m) * fac (j - m)) := by
    rw [show fac (j + m) * fac (j - m) * fac (j - m) * fac (j + m) * 2 * 2 =
      (2 * (fac (j + m) * fac (j - m))) ^ 2 by ring]
    exact Real.sqrt_sq (mul_pos two_pos (mul_pos (fac_pos _) (fac_pos _))).le
  have inv : ∀ n : ℤ, 0 ≤ n → fac n * invFac n = 1 := fun n hn => by
    rw [invFac, if_neg (not_lt_of_ge hn), mul_one_div_cancel (fac_pos n).ne']
  have hA := inv (j + m) (by omega)
  have hB := inv (j - m) (by omega)
  rw [clebschGordan, if_pos hc, racahSum_quadrupole, show j - j + 2 = 2 by ring,
    show j + 2 - j = 2 by ring, show (2 : ℤ) - 0 = 2 by ring, show (2 : ℤ) + 0 = 2 by ring,
    f2, s1, s2, Real.sqrt_inv, div_eq_mul_inv _ (√_)]
  generalize (√((2 * (j : ℝ) - 1) * j * (j + 1) * (2 * j + 3)))⁻¹ = s
  linear_combination s * (3 * (m : ℝ) ^ 2 - j * (j + 1)) *
    (fac (j - m) * invFac (j - m)) * hA + s * (3 * (m : ℝ) ^ 2 - j * (j + 1)) * hB
```

For $j\ge1$ the product under the root is positive, so only the numerator can vanish. The proof of the next theorem shows this positivity as `hD` and then carries the equation from real numbers back to integers.

```lean
/-- For integer `j ≥ 1` and `|m| ≤ j`, the coefficient `⟨j m 2 0 | j m⟩` vanishes exactly when
`3m² = j(j+1)`. -/
theorem quadrupole_eq_zero_iff {j m : ℤ} (hj : 1 ≤ j) (hm : |m| ≤ j) :
    clebschGordan j m 2 0 j m = 0 ↔ 3 * m ^ 2 = j * (j + 1) := by
  have hx : (1 : ℝ) ≤ j := by exact_mod_cast hj
  have hD : 0 < (2 * (j : ℝ) - 1) * j * (j + 1) * (2 * j + 3) :=
    mul_pos (mul_pos (mul_pos (by linarith) (by linarith)) (by linarith)) (by linarith)
  rw [clebschGordan_quadrupole hj hm, div_eq_zero_iff,
    or_iff_left (Real.sqrt_pos.mpr hD).ne', sub_eq_zero]
  constructor <;> intro h <;> exact_mod_cast h
```

Without the bound this criterion fails. If $|m|>j\ge1$, the coefficient is zero because there is no such state, whereas $3m^2>j(j+1)$.

## Natural numbers in the descent

The equation $3m^2=j(j+1)$ depends on $m$ only through $m^2$, so the sign of the projection can be set aside and both unknowns taken as natural numbers. Write $(j',m')$ for the image of $(j,m)$ under the update rule. Expanding gives

$$3m'^2-j'(j'+1)=3m^2-j(j+1),$$

so solutions go to solutions. As $(0,0)$ is a solution, its whole orbit consists of solutions.

For the converse, take a solution with $j>0$. The values $j=1$ and $j=2$ would require $m^2=\tfrac23$ and $m^2=2$, so $j\ge3$. The inverse of the update rule gives

$$a=7j-12m+3,\qquad b=7m-4j-2.$$

Both numbers are non-negative. Using the equation for $m^2$,

$$(7j+3)^2-(12m)^2=(j-3)^2\ge0,$$

$$3\left[(7m)^2-(4j+2)^2\right]=j(j+1)-12\ge0.$$

The pair $(a,b)$ is again a solution, and $m=4a+7b+2$ shows that $b<m$. Repeating the inverse step must therefore end, and it can end only at $j=0$, where $m=0$.

In Lean this descent is a strong induction on `m` with `j` left free. The small values are excluded by `interval_cases`. The inequalities `h1` and `h2` make the inverse step possible within `ℕ`, and `hab` says that the smaller pair solves the equation. In the other direction, `key` proves by induction that the equation holds along the orbit.

```lean
/-- Natural numbers satisfy `3m² = j(j+1)` exactly when `(j, m)` is reached from `(0, 0)` by
iterating the update rule. -/
theorem solution_iff_orbit (j m : ℕ) :
    3 * m ^ 2 = j * (j + 1) ↔ ∃ n : ℕ, step^[n] (0, 0) = (j, m) := by
  constructor
  · intro h
    induction m using Nat.strong_induction_on generalizing j with
    | _ m ih =>
      rcases Nat.eq_zero_or_pos j with rfl | hj
      · have hm : m = 0 := by simpa using h
        exact ⟨0, by rw [hm]; rfl⟩
      · have hj3 : 3 ≤ j := by
          clear ih
          by_contra hc
          have hj2 : j ≤ 2 := by omega
          have hm : m ≤ 2 := by nlinarith
          interval_cases j <;> interval_cases m <;> omega
        obtain ⟨k, rfl⟩ : ∃ k, j = k + 3 := ⟨j - 3, by omega⟩
        -- the inverse update stays within the natural numbers
        have h1 : 12 * m ≤ 7 * (k + 3) + 3 := le_of_not_gt fun hc => by
          have := mul_self_lt_mul_self (Nat.zero_le _) hc
          nlinarith
        have h2 : 4 * (k + 3) + 2 ≤ 7 * m := le_of_not_gt fun hc => by
          have := mul_self_lt_mul_self (Nat.zero_le _) hc
          nlinarith
        obtain ⟨a, ha⟩ := Nat.exists_eq_add_of_le h1
        obtain ⟨b, hb⟩ := Nat.exists_eq_add_of_le h2
        have hj' : k + 3 = 7 * a + 12 * b + 3 := by omega
        have hm' : m = 4 * a + 7 * b + 2 := by omega
        have hab : 3 * b ^ 2 = a * (a + 1) := by
          rw [hj', hm'] at h
          nlinarith [h]
        obtain ⟨n, hn⟩ := ih b (by omega) a hab
        refine ⟨n + 1, ?_⟩
        rw [Function.iterate_succ_apply', hn, hj', hm']
        rfl
  · rintro ⟨n, hn⟩
    -- the update rule preserves the equation
    have key : ∀ n : ℕ, 3 * (step^[n] (0, 0)).2 ^ 2 =
        (step^[n] (0, 0)).1 * ((step^[n] (0, 0)).1 + 1) := by
      intro n
      induction n with
      | zero => rfl
      | succ n ih =>
        rw [Function.iterate_succ_apply']
        simp only [step]
        nlinarith [ih]
    have := key n
    rwa [hn] at this
```

Over all integers the equivalence would be false: $(3,-2)$ and $(-1,0)$ also solve the equation, but no iterate of $(0,0)$ has a negative entry.

## The condition j ≥ 1 and the start at (3, 2)

A rank-2 operator has no diagonal element in a state with $j=0$, because the triangle rule requires $|j-2|\le j$, that is, $j\ge1$. By hand, the condition makes $(2j-2)!$ a genuine factorial and keeps the denominator of the closed form positive. In the code, `hj` serves both purposes in the theorems for the coefficient, and it also proves the triangle rule in `hc`.

The condition has a further use in the final theorem. The solutions of the equation form the orbit of $(0,0)$, whose first step leads to $(3,2)$. If $j\ge1$, the pair cannot be $(0,0)$ itself, so at least one step has been taken and the count can begin at $(3,2)$. This is the case distinction on `n` in the proof. The statement `e` replaces the integer $m$ by its absolute value `m.natAbs`, which covers both signs of the projection.

```lean
/-- For integer `j ≥ 1` and `|m| ≤ j`, the coefficient `⟨j m 2 0 | j m⟩` vanishes exactly when
`(j, |m|)` is reached from `(3, 2)` by iterating the update rule. -/
theorem accidental_zero_iff_orbit {j : ℕ} {m : ℤ} (hj : 1 ≤ j) (hm : |m| ≤ j) :
    clebschGordan j m 2 0 j m = 0 ↔ ∃ n : ℕ, step^[n] (3, 2) = (j, m.natAbs) := by
  have e : 3 * m ^ 2 = (j : ℤ) * (j + 1) ↔ 3 * m.natAbs ^ 2 = j * (j + 1) := by
    have hs := Int.natAbs_sq m
    generalize m.natAbs = a at hs ⊢
    rw [← hs]
    constructor <;> intro h <;> exact_mod_cast h
  rw [quadrupole_eq_zero_iff (by exact_mod_cast hj) hm, e, solution_iff_orbit]
  constructor
  · rintro ⟨n, hn⟩
    cases n with
    | zero =>
      have h0 : 0 = j := congrArg Prod.fst hn
      omega
    | succ n => exact ⟨n, hn⟩
  · rintro ⟨n, hn⟩
    exact ⟨n + 1, hn⟩

end

end QuadrupoleAccidentalZeros
```

At $j=m=0$ the orbit statement fails: the coefficient is zero by the triangle rule, but $(0,0)$ is not reached from $(3,2)$. The criterion $3m^2=j(j+1)$ still agrees with the vanishing coefficient there, so this case affects only the starting point of the orbit.

The theorems describe the orbit without stating its size; it is infinite, since every application of the rule increases $j$.

```lean
#print axioms QuadrupoleAccidentalZeros.accidental_zero_iff_orbit
```

```
'QuadrupoleAccidentalZeros.accidental_zero_iff_orbit' depends on axioms: [propext, Classical.choice, Quot.sound]
```
